# Selling reduction of a three-dimensional lattice stops, whichever pairs are chosen

A crystal lattice can be described by infinitely many different cells, and a program that has to recognise the lattice often begins by replacing the given cell by a reduced one. One way is to repeat a small change of vectors until a condition holds. If the condition were never met, the loop would not end by itself. For Selling's procedure, applied in exact arithmetic to a three-dimensional cell of nonzero volume, this cannot happen, whichever allowed change is picked at each step.

Take three cell vectors $v_1,v_2,v_3$ and add $v_0=-(v_1+v_2+v_3)$, so that the four vectors sum to zero. The aim is to make all six mutual inner products nonpositive. The definitions make sense in any real inner product space $E$; the termination theorem takes $E=\mathbb R^3$.

In Lean 4 with Mathlib:

```lean
import Mathlib

open Finset

namespace SellingTermination

noncomputable section

variable {E : Type*} [NormedAddCommGroup E] [InnerProductSpace ℝ E]
```

## The move and when it is allowed

Choose distinct labels $i,j$ and call the other two $k,l$. The move is

$$v_i\mapsto -v_i,\qquad v_j\mapsto v_j,\qquad v_k\mapsto v_k+v_i,\qquad v_l\mapsto v_l+v_i .$$

```lean
/-- The Selling move at distinct labels `i`, `j`: negate `v i`, keep `v j`, and add `v i` to the
other two vectors. -/
def sellingMove (i j : Fin 4) (v : Fin 4 → E) : Fin 4 → E :=
  fun k => if k = i then -v i else if k = j then v j else v k + v i
```

A quadruple is a function `Fin 4 → E`, with labels 0 to 3. The move counts as a step only if $\langle v_i,v_j\rangle>0$. Some texts call $-\langle v_i,v_j\rangle$ the Selling parameter, which reverses the sign in this condition.

```lean
/-- `w` arises from `v` by a Selling move at two distinct labels whose vectors have positive
inner product. -/
def SellingStep (v w : Fin 4 → E) : Prop :=
  ∃ i j, i ≠ j ∧ 0 < inner ℝ (v i) (v j) ∧ w = sellingMove i j v
```

Because `SellingStep` says only that some suitable pair exists, each step in a sequence may use its own pair, with no rule behind the choice.

Progress is measured by $S(v)=\sum_k\|v_k\|^2$.

```lean
/-- The sum of the squared lengths of the four vectors. -/
def sizeSq (v : Fin 4 → E) : ℝ := ∑ k, ‖v k‖ ^ 2
```

## The sum stays zero

The new total is $-v_i+v_j+(v_k+v_i)+(v_l+v_i)=v_i+v_j+v_k+v_l=0$.

```lean
/-- A Selling step keeps the sum of the four vectors equal to zero. -/
theorem SellingStep.sum_eq_zero {v w : Fin 4 → E} (h : SellingStep v w)
    (hv : ∑ k, v k = 0) : ∑ k, w k = 0 := by
  obtain ⟨i, j, hij, -, rfl⟩ := h
  have key : ∀ k, sellingMove i j v k = v k + v i
      - (if k = i then (3 : ℝ) • v i else 0) - (if k = j then v i else 0) := by
    intro k
    by_cases hi : k = i
    · rw [hi, if_pos rfl, if_neg hij, sellingMove, if_pos rfl]
      module
    · by_cases hj : k = j
      · rw [hj, if_neg hij.symm, if_pos rfl, sellingMove, if_neg hij.symm, if_pos rfl]
        module
      · rw [if_neg hi, if_neg hj, sellingMove, if_neg hi, if_neg hj]
        module
  simp only [key, sum_sub_distrib, sum_add_distrib, hv, sum_ite_eq', mem_univ, if_true,
    sum_const, card_univ, Fintype.card_fin]
  module
```

The formula `key` writes every new vector as $v_k+v_i$, with corrections at the labels $i$ and $j$. Summing gives $4v_i-3v_i-v_i=0$ on top of the old total.

## The squared lengths decrease

The vectors at $i$ and $j$ keep their lengths. For the other two,

$$\|v_k+v_i\|^2+\|v_l+v_i\|^2=\|v_k\|^2+\|v_l\|^2+2\|v_i\|^2+2\langle v_i,v_k+v_l\rangle .$$

Since $v_k+v_l=-v_i-v_j$, the last term equals $-2\|v_i\|^2-2\langle v_i,v_j\rangle$. Hence

$$S(w)=S(v)-2\langle v_i,v_j\rangle<S(v),$$

where $w$ is the new quadruple.

```lean
/-- For four vectors with sum zero, a Selling step strictly lowers the sum of squared lengths. -/
theorem SellingStep.sizeSq_lt {v w : Fin 4 → E} (h : SellingStep v w)
    (hv : ∑ k, v k = 0) : sizeSq w < sizeSq v := by
  obtain ⟨i, j, hij, hpos, rfl⟩ := h
  have key : ∀ k, ‖sellingMove i j v k‖ ^ 2 = ‖v k‖ ^ 2 + ‖v i‖ ^ 2 + 2 * inner ℝ (v i) (v k)
      - (if k = i then 3 * ‖v i‖ ^ 2 else 0)
      - (if k = j then ‖v i‖ ^ 2 + 2 * inner ℝ (v i) (v j) else 0) := by
    intro k
    by_cases hi : k = i
    · rw [hi, if_pos rfl, if_neg hij, sellingMove, if_pos rfl, norm_neg,
        real_inner_self_eq_norm_sq]
      ring
    · by_cases hj : k = j
      · rw [hj, if_neg hij.symm, if_pos rfl, sellingMove, if_neg hij.symm, if_pos rfl]
        ring
      · rw [if_neg hi, if_neg hj, sellingMove, if_neg hi, if_neg hj, add_comm (v k) (v i),
          norm_add_sq_real]
        ring
  -- the cross terms with `v i` cancel because the four vectors sum to zero
  have hin : ∑ k, inner ℝ (v i) (v k) = 0 := by rw [← inner_sum, hv, inner_zero_right]
  simp only [sizeSq, key, sum_sub_distrib, sum_add_distrib, ← mul_sum, hin, sum_ite_eq',
    mem_univ, if_true, sum_const, card_univ, Fintype.card_fin, nsmul_eq_mul]
  push_cast
  linarith
```

Here `key` is the same bookkeeping for squared norms, and `hin` is the identity $\sum_k\langle v_i,v_k\rangle=0$ that removes the cross terms. The theorem records the strict inequality; `linarith` obtains it from the positive inner product.

## No step leaves the lattice

Each new vector is $-v_i$, $v_j$ or a sum of two old vectors, so it lies in every lattice that contains the old ones.

```lean
/-- A Selling step does not leave a `ℤ`-submodule that contains the four vectors. -/
theorem SellingStep.mem_lattice {v w : Fin 4 → E} (h : SellingStep v w)
    (L : Submodule ℤ E) (hv : ∀ k, v k ∈ L) (k : Fin 4) : w k ∈ L := by
  obtain ⟨i, j, -, -, rfl⟩ := h
  unfold sellingMove
  split_ifs
  · exact neg_mem (hv i)
  · exact hv j
  · exact add_mem (hv k) (hv i)
```

The object `L` is a `Submodule ℤ E`, a set closed under integer combinations; discreteness is not assumed at this point. The three cases of the proof are the three kinds of new vector. The move can also be undone with integer coefficients, since $v_i=-w_i$ and $v_k=w_k+w_i$, so old and new vectors generate the same lattice. That converse is an observation by hand; termination needs only the containment.

## A ball contains finitely many lattice points

Suppose the four vectors span $\mathbb R^3$. As $v_0=-(v_1+v_2+v_3)$, the last three already span it, and three spanning vectors in three dimensions form a basis. A lattice point has integer coordinates in this basis. Coordinates are linear functions of the point, so they are bounded on a ball, and only finitely many integer triples remain.

```lean
/-- If four vectors with sum zero span three-dimensional space, the lattice they generate has
only finitely many points in any ball about the origin. -/
theorem finite_lattice_ball (v : Fin 4 → EuclideanSpace ℝ (Fin 3)) (hv : ∑ k, v k = 0)
    (hspan : Submodule.span ℝ (Set.range v) = ⊤) (R : ℝ) :
    {x | x ∈ Submodule.span ℤ (Set.range v) ∧ ‖x‖ ≤ R}.Finite := by
  -- the last three vectors already form a basis
  let b₀ : Fin 3 → EuclideanSpace ℝ (Fin 3) := fun m => v m.succ
  have hv0 : v 0 = -∑ m, b₀ m := by
    rw [Fin.sum_univ_succ] at hv
    exact eq_neg_of_add_eq_zero_left hv
  have hR : ∀ k, v k ∈ Submodule.span ℝ (Set.range b₀) := by
    intro k
    refine Fin.cases ?_ (fun m => Submodule.subset_span ⟨m, rfl⟩) k
    rw [hv0]
    exact neg_mem (sum_mem fun m _ => Submodule.subset_span ⟨m, rfl⟩)
  have hZ : ∀ k, v k ∈ Submodule.span ℤ (Set.range b₀) := by
    intro k
    refine Fin.cases ?_ (fun m => Submodule.subset_span ⟨m, rfl⟩) k
    rw [hv0]
    exact neg_mem (sum_mem fun m _ => Submodule.subset_span ⟨m, rfl⟩)
  let b := basisOfTopLeSpanOfCardEqFinrank b₀
    (hspan.symm.le.trans (Submodule.span_le.2 (Set.range_subset_iff.2 hR))) (by simp)
  have hb : (b : Fin 3 → EuclideanSpace ℝ (Fin 3)) = b₀ :=
    coe_basisOfTopLeSpanOfCardEqFinrank _ _ _
  refine (ZSpan.setFinite_inter b (Metric.isBounded_closedBall (x := 0) (r := R))).subset ?_
  rintro x ⟨hx, hxR⟩
  refine ⟨by simpa using hxR, ?_⟩
  rw [hb]
  exact Submodule.span_le.2 (Set.range_subset_iff.2 hZ) hx
```

The hypothesis `hspan` says that the real span is the whole space: the cell has nonzero volume. The facts `hR` and `hZ` express all four vectors through the last three, with real and with integer coefficients. Mathlib's `ZSpan.setFinite_inter` then supplies the finiteness.

## An infinite run is impossible

Let $s_0,s_1,s_2,\dots$ be an infinite run, each quadruple arising from the previous one by a step. Then $S(s_0)>S(s_1)>\cdots$, so no quadruple occurs twice. All their vectors lie in the lattice generated by $s_0$. Each length $r$ satisfies $r^2\le S(s_0)$, and $r\le r^2+1$, so all the vectors lie in the ball of radius $S(s_0)+1$. That ball has finitely many lattice points, hence finitely many quadruples of them, which contradicts the infinitely many distinct $s_n$.

```lean
/-- Selling reduction terminates: from four vectors with sum zero that span three-dimensional
space there is no infinite sequence of Selling steps, whatever pairs are chosen. -/
theorem selling_terminates (s : ℕ → Fin 4 → EuclideanSpace ℝ (Fin 3))
    (hv : ∑ k, s 0 k = 0) (hspan : Submodule.span ℝ (Set.range (s 0)) = ⊤) :
    ¬ ∀ n, SellingStep (s n) (s (n + 1)) := by
  intro h
  have hsum : ∀ n, ∑ k, s n k = 0 := by
    intro n
    induction n with
    | zero => exact hv
    | succ n ih => exact (h n).sum_eq_zero ih
  have hmem : ∀ n k, s n k ∈ Submodule.span ℤ (Set.range (s 0)) := by
    intro n
    induction n with
    | zero => exact fun k => Submodule.subset_span ⟨k, rfl⟩
    | succ n ih => exact (h n).mem_lattice _ ih
  have hanti : StrictAnti (fun n => sizeSq (s n)) :=
    strictAnti_nat_of_succ_lt fun n => (h n).sizeSq_lt (hsum n)
  have hinj : Function.Injective s := fun m n hmn => hanti.injective (congrArg sizeSq hmn)
  -- all quadruples consist of lattice vectors in one fixed ball
  have hfin := Set.Finite.pi' (fun _ : Fin 4 =>
    finite_lattice_ball (s 0) hv hspan (sizeSq (s 0) + 1))
  refine Set.infinite_range_of_injective hinj (hfin.subset ?_)
  rintro _ ⟨n, rfl⟩ k
  refine ⟨hmem n k, ?_⟩
  have h1 : ‖s n k‖ ^ 2 ≤ sizeSq (s n) :=
    single_le_sum (f := fun k => ‖s n k‖ ^ 2) (fun _ _ => sq_nonneg _) (mem_univ k)
  have h2 : sizeSq (s n) ≤ sizeSq (s 0) := hanti.antitone (Nat.zero_le n)
  nlinarith [sq_nonneg (‖s n k‖ - 1), sq_nonneg ‖s n k‖]
```

The inductions `hsum` and `hmem` carry the zero sum and lattice membership along the run. `hanti` is the strict decrease, `hinj` the absence of repetition, and `hfin` the finite set of quadruples. The theorem gives no bound on the number of steps.

## A reduced quadruple is reached

If no reachable quadruple had all its mutual inner products nonpositive, each would have a positive one and so allow a further step. Choosing such a step every time would produce an infinite run, which has just been excluded.

```lean
/-- From four vectors with sum zero that span three-dimensional space, finitely many Selling
steps lead to four vectors whose mutual inner products are all nonpositive. -/
theorem exists_selling_reduced (v : Fin 4 → EuclideanSpace ℝ (Fin 3))
    (hv : ∑ k, v k = 0) (hspan : Submodule.span ℝ (Set.range v) = ⊤) :
    ∃ w, Relation.ReflTransGen SellingStep v w ∧ ∀ i j, i ≠ j → inner ℝ (w i) (w j) ≤ 0 := by
  by_contra hno
  -- otherwise every reachable quadruple admits a further step
  have next : ∀ w : {w // Relation.ReflTransGen SellingStep v w},
      ∃ w' : {w // Relation.ReflTransGen SellingStep v w}, SellingStep w.1 w'.1 := by
    rintro ⟨w, hw⟩
    by_contra hc
    exact hno ⟨w, hw, fun i j hij => not_lt.1 fun hpos =>
      hc ⟨⟨sellingMove i j w, hw.tail ⟨i, j, hij, hpos, rfl⟩⟩, i, j, hij, hpos, rfl⟩⟩
  choose f hf using next
  refine selling_terminates (fun n => (f^[n] ⟨v, .refl⟩).1) hv hspan fun n => ?_
  simp only [Function.iterate_succ_apply']
  exact hf _
```

`Relation.ReflTransGen SellingStep v w` means that $w$ is reached from $v$ in finitely many steps, possibly none. The proof turns the choice of a next step into a function `f` and iterates it.

None are needed for a rectangular cell. With $v_1,v_2,v_3$ orthogonal, their mutual products vanish and $\langle v_0,v_m\rangle=-\|v_m\|^2$ for $m=1,2,3$, so no step is allowed.

A program can store the four vectors, compute their six dot products and act on a positive one. Start from the skewed cell

$$v_1=(1,0,0),\quad v_2=(1,1,0),\quad v_3=(0,0,1),\quad v_0=(-2,-1,-1),$$

with $S=10$. The only positive product is $\langle v_1,v_2\rangle=1$. The step with $i=1$, $j=2$ gives

$$(-1,0,0),\quad(1,1,0),\quad(1,0,1),\quad(-1,-1,-1)$$

in the same order, with $S=8$. The products at labels 1, 0 and at 2, 3 are now positive. Taking $i=1$, $j=0$ gives

$$(1,0,0),\quad(0,1,0),\quad(0,0,1),\quad(-1,-1,-1),$$

with $S=6$ and no positive product left: the lattice is simple cubic.

In simulation and electronic-structure work, such a reduction helps to find the Bravais type of a periodic cell; it concerns the three-dimensional lattice alone, not the atoms inside the cell. The theorems use real numbers, whereas a program stores rounded ones and may misjudge the sign of a product close to zero. Termination of the rounded loop therefore needs a separate argument.

## Four vectors on a line can run forever

A zero sum alone does not force the procedure to stop, even when all four vectors are nonzero. Let $\mu>0$ satisfy $\mu^3+\mu^2=1$, let $e\ne0$, and place four vectors along $e$ with coordinates

$$p=(\mu^2,\,-\mu,\,\mu-1,\,\mu^3).$$

```lean
/-- Four numbers, depending on a ratio `μ`, that serve as coordinates along a line. -/
def profile (μ : ℝ) : Fin 4 → ℝ := ![μ ^ 2, -μ, μ - 1, μ ^ 3]
```

The $n$-th quadruple of the run has coordinates $\mu^n p_{k+n}$ at label $k$, with labels counted modulo 4.

```lean
/-- The collinear quadruple along `e` with coordinates `profile μ`, scaled by `μ ^ n` and with
its labels rotated `n` times. -/
def spiral (μ : ℝ) (e : E) (n : ℕ) : Fin 4 → E :=
  fun k => (μ ^ n * profile μ (k + n • (1 : Fin 4))) • e
```

The name `spiral` refers to shrinking while the labels rotate; the vectors themselves stay on a line.

At $n=0$ take $i=0$, $j=3$. The inner product is $\mu^5\|e\|^2>0$, and the new coordinates are

$$(-\mu^2,\ \mu^2-\mu,\ \mu^2+\mu-1,\ \mu^3).$$

Since $\mu^4=\mu(1-\mu^2)=\mu-\mu^3=\mu^2+\mu-1$, this is $\mu\,(p_1,p_2,p_3,p_0)$, a smaller copy with rotated labels. For general $n$ the same step is made at $i=-n$, $j=3-n$ modulo 4.

```lean
/-- If `μ > 0`, `μ ^ 3 + μ ^ 2 = 1` and `e` is nonzero, a Selling step takes each quadruple of the
spiral to the next. -/
theorem spiral_step {μ : ℝ} (hμ : 0 < μ) (h : μ ^ 3 + μ ^ 2 = 1) {e : E} (he : e ≠ 0) (n : ℕ) :
    SellingStep (spiral μ e n) (spiral μ e (n + 1)) := by
  have k0 : profile μ (0 + 1) * μ = -profile μ 0 := by
    change -μ * μ = -μ ^ 2
    ring
  have k1 : profile μ (1 + 1) * μ = profile μ 1 + profile μ 0 := by
    change (μ - 1) * μ = -μ + μ ^ 2
    ring
  have k2 : profile μ (2 + 1) * μ = profile μ 2 + profile μ 0 := by
    change μ ^ 3 * μ = μ - 1 + μ ^ 2
    linear_combination (μ - 1) * h
  have k3 : profile μ (3 + 1) * μ = profile μ 3 := by
    change μ ^ 2 * μ = μ ^ 3
    ring
  refine ⟨-(n • (1 : Fin 4)), 3 - n • (1 : Fin 4), ?_, ?_, ?_⟩
  · generalize n • (1 : Fin 4) = t
    revert t
    decide
  · have hn : 0 < ‖e‖ := norm_pos_iff.2 he
    have p0 : profile μ 0 = μ ^ 2 := rfl
    have p3 : profile μ 3 = μ ^ 3 := rfl
    simp only [spiral, neg_add_cancel, sub_add_cancel, real_inner_smul_left,
      real_inner_smul_right, real_inner_self_eq_norm_sq, p0, p3]
    positivity
  · funext k
    simp only [spiral, sellingMove, eq_neg_iff_add_eq_zero, eq_sub_iff_add_eq, neg_add_cancel,
      sub_add_cancel, succ_nsmul, ← add_assoc]
    generalize k + n • (1 : Fin 4) = q
    have hq : ∀ q : Fin 4, q = 0 ∨ q = 1 ∨ q = 2 ∨ q = 3 := by decide
    have hs : μ ^ (n + 1) * profile μ (q + 1) = μ ^ n * (profile μ (q + 1) * μ) := by ring
    rw [hs]
    rcases hq q with rfl | rfl | rfl | rfl
    · rw [if_pos rfl, k0]
      module
    · rw [if_neg (show (1 : Fin 4) ≠ 0 by decide), if_neg (show (1 : Fin 4) ≠ 3 by decide), k1]
      module
    · rw [if_neg (show (2 : Fin 4) ≠ 0 by decide), if_neg (show (2 : Fin 4) ≠ 3 by decide), k2]
      module
    · rw [if_neg (show (3 : Fin 4) ≠ 0 by decide), if_pos rfl, k3]
```

The identities `k0` to `k3` are the four coordinate comparisons, and only `k2` uses the equation for $\mu$. The final case split checks them label by label.

It remains to find $\mu$ and check the sum. The continuous function $x^3+x^2$ is 0 at $x=0$ and 2 at $x=1$, so it takes the value 1 between them. The coordinates add up to $\mu^2-\mu+\mu-1+\mu^3=0$.

```lean
/-- Along any nonzero vector `e` there are four collinear vectors with sum zero from which an
infinite sequence of Selling steps exists. -/
theorem exists_infinite_collinear {e : E} (he : e ≠ 0) :
    ∃ s : ℕ → Fin 4 → E, ∑ k, s 0 k = 0 ∧ (∀ k, s 0 k ∈ Submodule.span ℝ {e}) ∧
      ∀ n, SellingStep (s n) (s (n + 1)) := by
  -- the ratio exists by the intermediate value theorem
  have hc : Continuous (fun x : ℝ => x ^ 3 + x ^ 2) := by fun_prop
  obtain ⟨μ, ⟨h0, -⟩, hμ⟩ := intermediate_value_Icc (zero_le_one' ℝ) hc.continuousOn
    (show (1 : ℝ) ∈ Set.Icc _ _ by norm_num)
  have h : μ ^ 3 + μ ^ 2 = 1 := hμ
  have hpos : 0 < μ := by
    refine lt_of_le_of_ne h0 ?_
    rintro rfl
    norm_num at h
  refine ⟨spiral μ e, ?_, fun k => ?_, spiral_step hpos h he⟩
  · have hp : ∑ k, profile μ k = 0 := by
      rw [Fin.sum_univ_four]
      change μ ^ 2 + -μ + (μ - 1) + μ ^ 3 = 0
      linarith
    simp only [spiral, pow_zero, one_mul, add_zero, ← sum_smul, hp, zero_smul]
  · exact Submodule.smul_mem _ _ (Submodule.mem_span_singleton_self e)

end

end SellingTermination
```

Here $S$ still decreases at every step, by the factor $\mu^2$, but the integer combinations of the starting vectors include arbitrarily short nonzero ones. The finiteness that ended the run for vectors spanning $\mathbb R^3$ is missing.

```lean
#print axioms SellingTermination.selling_terminates
#print axioms SellingTermination.exists_selling_reduced
#print axioms SellingTermination.exists_infinite_collinear
```

```
'SellingTermination.selling_terminates' depends on axioms: [propext, Classical.choice, Quot.sound]
'SellingTermination.exists_selling_reduced' depends on axioms: [propext, Classical.choice, Quot.sound]
'SellingTermination.exists_infinite_collinear' depends on axioms: [propext, Classical.choice, Quot.sound]
```
